# The total S_z of three spins 1/2 is diagonal in the up/down basis, with entries half the excess of up over down spins

For three spins 1/2, with S_z measured in units of ℏ, the theorem says that the matrix of total S_z in the basis of up/down configurations is diagonal. The diagonal entry at a configuration is (N↑ − N↓)/2, where N↑ and N↓ are its numbers of up and down spins. No Hamiltonian enters, so nothing is assumed about interactions between the spins. The proof first shows that each entry of S_z on one site is the identity matrix's entry times 1/2 or −1/2, according to the spin there, and then sums over the three sites.

As first written in Lean, the proof fails:

```lean
import Mathlib

open Matrix

namespace TotalSzEq

noncomputable section

/-- A basis state of `n` spins 1/2: each site is up (`0`) or down (`1`). -/
abbrev Conf (n : ℕ) := Fin n → Fin 2

/-- The spin matrices `S_x, S_y, S_z` of one spin 1/2, in units of ℏ. -/
def spin : Fin 3 → Matrix (Fin 2) (Fin 2) ℂ :=
  ![!![0, 1/2; 1/2, 0], !![0, -Complex.I/2; Complex.I/2, 0], !![1/2, 0; 0, -1/2]]

/-- The one-spin matrix `A` acting on site `k`, all other sites being left alone. -/
def onSite {n : ℕ} (k : Fin n) (A : Matrix (Fin 2) (Fin 2) ℂ) :
    Matrix (Conf n) (Conf n) ℂ :=
  Matrix.of fun s t => ∑ a, A (s k) a *
    (1 : Matrix (Conf n) (Conf n) ℂ) (Function.update s k a) t

/-- The component `α` of the total spin of `n` spins. -/
def totalSpin (n : ℕ) (α : Fin 3) : Matrix (Conf n) (Conf n) ℂ :=
  ∑ k, onSite k (spin α)

/-- The number of up spins minus the number of down spins. -/
def twoM (s : Conf 3) : ℤ := ∑ k, if s k = 0 then 1 else -1

/-- The total `S_z` of three spins is diagonal, with half the excess of up over down
spins as its entries. -/
theorem totalSz_eq : totalSpin 3 2 = Matrix.diagonal fun s => (twoM s : ℂ) / 2 := by
  have h : ∀ (g : Fin 2 → ℂ) (x : Fin 2),
      ∑ a, spin 2 x a * g a = (if x = 0 then 1 else -1) / 2 * g x := by
    intro g
    simp only [Fin.forall_fin_two]
    refine ⟨?_, ?_⟩ <;> simp [spin, Fin.sum_univ_two]
  ext s t
  have hk : ∀ k, onSite k (spin 2) s t = (if s k = 0 then 1 else -1) / 2 *
      (1 : Matrix (Conf 3) (Conf 3) ℂ) s t := by
    intro k
    have key := h (fun a => (1 : Matrix (Conf 3) (Conf 3) ℂ) (Function.update s k a) t) (s k)
    simp only [Function.update_eq_self] at key
    exact key
  simp only [totalSpin, Matrix.sum_apply, hk]
  rw [← Finset.sum_mul, ← Finset.sum_div, Matrix.diagonal_apply, Matrix.one_apply, twoM]
  push_cast
  rw [mul_ite, mul_one, mul_zero]

end

end TotalSzEq
```

Compiling this gives:

```
Main.lean:42:4: error: `simp` made no progress

Note: The target expression is not type-correct under the `implicit` transparency level, which may have triggered the failure. This is usually caused by unfolding of semireducible definitions in prior tactic steps. Use `set_option linter.tacticCheckInstances true` to investigate the source of the issue.
Full error:
  function expected
    onSite k (spin 2) s
```

The message says that `simp only [Function.update_eq_self] at key` changed nothing. In `key` the identity matrix has the row index `Function.update s k (s k)`, which sets site `k` to the value it already has. The lemma does say that this is `s`, but `simp` never reaches that index.

The obstacle is the numeral `1`. The entry is the literal `1 : Matrix …` applied to two indices, and `simp` treats a numeral as finished even when it is applied to further arguments, so it does not simplify those arguments. A lemma about the whole entry, such as `Matrix.one_apply`, could still fire, but `Function.update_eq_self` has to be used inside the index.

The note about transparency is not the cause. It describes the goal, where `onSite k (spin 2)` is a matrix applied to indices and Lean must unfold `Matrix` to see a function, while this `simp` was working on `key`. Matrices applied to indices do not stop `simp` in general: the later `simp only [totalSpin, Matrix.sum_apply, hk]` rewrites such entries.

The repair does without `simp` here. It applies `congrArg` to `Function.update_eq_self k s`, with the function that takes a configuration `z` to the identity's entry at `z`, `t`. This gives `hI`, the equality of the two entries. `rw [← hI]` then replaces the whole entry in the goal by the one with the updated index, and `exact key` closes it with `key` left as it was.

The mended proof, as a diff:

```diff
@@ -40,5 +40,10 @@
     intro k
     have key := h (fun a => (1 : Matrix (Conf 3) (Conf 3) ℂ) (Function.update s k a) t) (s k)
-    simp only [Function.update_eq_self] at key
+    have hI : (1 : Matrix (Conf 3) (Conf 3) ℂ) (Function.update s k (s k)) t =
+        (1 : Matrix (Conf 3) (Conf 3) ℂ) s t := by
+      have h := congrArg (fun z : Conf 3 => (1 : Matrix (Conf 3) (Conf 3) ℂ) z t)
+        (Function.update_eq_self k s)
+      exact h
+    rw [← hI]
     exact key
   simp only [totalSpin, Matrix.sum_apply, hk]
```
